# Strong enough repulsion reverses the sign of the Heikes thermopower of a Hubbard site filled between 2/3 and 1

A Heikes thermopower estimated with non-interacting electrons can have the wrong sign: when a site holds on average between 2/3 and 1 electrons, on-site repulsion reverses the sign once it exceeds a value proportional to the temperature. The file below locates this reversal for an isolated Hubbard site.

```lean
import Mathlib

open Finset

namespace HubbardAtomHeikes

noncomputable section

/-- Number of electrons in a site state, given by its spin-up and spin-down occupations. -/
def number (s : Fin 2 × Fin 2) : ℕ := (s.1 : ℕ) + (s.2 : ℕ)

/-- Grand-canonical weight of a site state at fugacity `z`; double occupation carries the
interaction factor `b`. -/
def weight (b z : ℝ) (s : Fin 2 × Fin 2) : ℝ :=
  z ^ number s * b ^ ((s.1 : ℕ) * (s.2 : ℕ))

/-- Mean number of electrons on the site, for `b > 0` and `z > 0`. -/
def filling (b z : ℝ) : ℝ :=
  (∑ s, (number s : ℝ) * weight b z s) / ∑ s, weight b z s

/-- Closed form of the fugacity at interaction factor `b > 0` and filling `0 < n < 2`. -/
def fugacity (b n : ℝ) : ℝ :=
  n / (1 - n + √((1 - n) ^ 2 + b * n * (2 - n)))

/-- Chemical potential of the site with repulsion `U` at filling `0 < n < 2`, for Boltzmann
constant `k > 0` and temperature `T > 0`. -/
def chemicalPotential (k T U n : ℝ) : ℝ :=
  k * T * Real.log (fugacity (Real.exp (-U / (k * T))) n)

/-- Heikes thermopower `-μ / (q T)` for carriers of charge `q ≠ 0`, where `μ` is the chemical
potential of the site with repulsion `U` at filling `0 < n < 2`, for `k > 0` and `T > 0`. -/
def heikes (k q T U n : ℝ) : ℝ := -chemicalPotential k T U n / (q * T)

/-- The interaction energy `k T log ((2 - n) / (3 n - 2))`, for filling `2/3 < n < 2`. -/
def criticalU (k T n : ℝ) : ℝ := k * T * Real.log ((2 - n) / (3 * n - 2))

/-- For positive `b` and `z`, the site has filling `n` exactly when the polynomial balance
equation holds. -/
theorem filling_eq_iff_balance {b z : ℝ} (n : ℝ) (hb : 0 < b) (hz : 0 < z) :
    filling b z = n ↔ n * (1 + 2 * z + b * z ^ 2) = 2 * z + 2 * b * z ^ 2 := by
  -- sum over the empty, the two singly occupied and the doubly occupied states
  have h1 : ∑ s, weight b z s = 1 + 2 * z + b * z ^ 2 := by
    simp [weight, number, Fintype.sum_prod_type, Fin.sum_univ_two]
    ring
  have h2 : ∑ s, (number s : ℝ) * weight b z s = 2 * z + 2 * b * z ^ 2 := by
    simp [weight, number, Fintype.sum_prod_type, Fin.sum_univ_two]
    ring
  have hD : 0 < 1 + 2 * z + b * z ^ 2 := by positivity
  rw [filling, h1, h2, div_eq_iff hD.ne']
  exact eq_comm

/-- For `b > 0` and `0 < n < 2`, the square root in the fugacity exceeds `|1 - n|`. -/
theorem abs_lt_root {b n : ℝ} (hb : 0 < b) (h0 : 0 < n) (h2 : n < 2) :
    |1 - n| < √((1 - n) ^ 2 + b * n * (2 - n)) := by
  apply Real.lt_sqrt_of_sq_lt
  rw [sq_abs]
  have := mul_pos (mul_pos hb h0) (sub_pos.2 h2)
  linarith

/-- For `b > 0` and `0 < n < 2`, the fugacity is positive. -/
theorem fugacity_pos {b n : ℝ} (hb : 0 < b) (h0 : 0 < n) (h2 : n < 2) :
    0 < fugacity b n := by
  have h := (abs_lt.1 (abs_lt_root hb h0 h2)).1
  exact div_pos h0 (by linarith)

/-- For `b > 0` and `0 < n < 2`, a positive `z` produces filling `n` exactly when it is the
closed-form fugacity. -/
theorem filling_eq_iff_fugacity {b n z : ℝ} (hb : 0 < b) (h0 : 0 < n) (h2 : n < 2)
    (hz : 0 < z) : filling b z = n ↔ z = fugacity b n := by
  have hr := abs_lt.1 (abs_lt_root hb h0 h2)
  have hsq : √((1 - n) ^ 2 + b * n * (2 - n)) ^ 2 = (1 - n) ^ 2 + b * n * (2 - n) :=
    Real.sq_sqrt (by have := mul_pos (mul_pos hb h0) (sub_pos.2 h2); positivity)
  rw [filling_eq_iff_balance n hb hz, fugacity]
  generalize √((1 - n) ^ 2 + b * n * (2 - n)) = r at hr hsq ⊢
  have hd : 0 < 1 - n + r := by linarith [hr.1]
  have hp : 0 < n + z * (r - (1 - n)) := by
    have := mul_pos hz (sub_pos.2 hr.2)
    linarith
  -- the balance equation factorises, and the second factor is positive
  have fac : (n - z * (1 - n + r)) * (n + z * (r - (1 - n)))
      = n * (n * (1 + 2 * z + b * z ^ 2) - (2 * z + 2 * b * z ^ 2)) := by
    linear_combination (-z ^ 2) * hsq
  rw [eq_div_iff hd.ne']
  constructor
  · intro h
    rw [sub_eq_zero.2 h, mul_zero] at fac
    linarith [(mul_eq_zero.1 fac).resolve_right hp.ne']
  · intro h
    rw [h, sub_self, zero_mul] at fac
    linarith [(mul_eq_zero.1 fac.symm).resolve_left h0.ne']

/-- For `b > 0`, every filling `0 < n < 2` is reached at exactly one positive fugacity. -/
theorem existsUnique_fugacity {b n : ℝ} (hb : 0 < b) (h0 : 0 < n) (h2 : n < 2) :
    ∃! z : ℝ, 0 < z ∧ filling b z = n :=
  ⟨fugacity b n, ⟨fugacity_pos hb h0 h2,
    (filling_eq_iff_fugacity hb h0 h2 (fugacity_pos hb h0 h2)).2 rfl⟩,
    fun _ hz => (filling_eq_iff_fugacity hb h0 h2 hz.1).1 hz.2⟩

/-- At fixed filling `0 < n < 2`, the fugacity is strictly decreasing in the interaction
factor `b > 0`. -/
theorem fugacity_strictAntiOn {n : ℝ} (h0 : 0 < n) (h2 : n < 2) :
    StrictAntiOn (fun b => fugacity b n) (Set.Ioi 0) := by
  intro b hb c _ hbc
  have hb' : 0 < b := hb
  have hr := (abs_lt.1 (abs_lt_root hb' h0 h2)).1
  have hm := mul_pos (mul_pos (sub_pos.2 hbc) h0) (sub_pos.2 h2)
  have hp := mul_pos (mul_pos hb' h0) (sub_pos.2 h2)
  have hlt : √((1 - n) ^ 2 + b * n * (2 - n)) < √((1 - n) ^ 2 + c * n * (2 - n)) :=
    Real.sqrt_lt_sqrt (by positivity) (by linarith)
  change fugacity c n < fugacity b n
  unfold fugacity
  exact div_lt_div_of_pos_left h0 (by linarith) (by linarith)

/-- For `b > 0` and `0 < n < 2`, the fugacity is below, equal to or above one exactly when `b`
is above, equal to or below `(3 n - 2) / (2 - n)`. -/
theorem fugacity_threshold {b n : ℝ} (hb : 0 < b) (h0 : 0 < n) (h2 : n < 2) :
    (fugacity b n < 1 ↔ (3 * n - 2) / (2 - n) < b) ∧
    (fugacity b n = 1 ↔ b = (3 * n - 2) / (2 - n)) ∧
    (1 < fugacity b n ↔ b < (3 * n - 2) / (2 - n)) := by
  have hz := fugacity_pos hb h0 h2
  have hbal := (filling_eq_iff_balance n hb hz).1
    ((filling_eq_iff_fugacity hb h0 h2 hz).2 rfl)
  have hn : 0 < 2 - n := sub_pos.2 h2
  have ht : (3 * n - 2) / (2 - n) * (2 - n) = 3 * n - 2 := div_mul_cancel₀ _ hn.ne'
  generalize fugacity b n = z at hz hbal ⊢
  generalize (3 * n - 2) / (2 - n) = t at ht ⊢
  have hc : 0 < b * (2 - n) * z + 2 * (1 - n) := by
    have e : z * (b * (2 - n) * z + 2 * (1 - n)) = n := by linear_combination -hbal
    exact (mul_pos_iff_of_pos_left hz).1 (by rw [e]; exact h0)
  have hC : 0 < b * (2 - n) * (1 + z) + 2 * (1 - n) := by
    have := mul_pos hb hn
    linarith
  -- `b - t` equals `1 - z` times a positive factor, so the two have the same sign
  have E : (b - t) * (2 - n) = (b * (2 - n) * (1 + z) + 2 * (1 - n)) * (1 - z) := by
    linear_combination -ht - hbal
  have f1 : z < 1 → t < b := fun h => by
    have h' := mul_pos hC (sub_pos.2 h)
    rw [← E] at h'
    exact sub_pos.1 ((mul_pos_iff_of_pos_right hn).1 h')
  have f2 : z = 1 → b = t := fun h => by
    rw [h, sub_self, mul_zero] at E
    exact sub_eq_zero.1 ((mul_eq_zero.1 E).resolve_right hn.ne')
  have f3 : 1 < z → b < t := fun h => by
    have h' := mul_pos hC (sub_pos.2 h)
    have e : (t - b) * (2 - n)
        = (b * (2 - n) * (1 + z) + 2 * (1 - n)) * (z - 1) := by linear_combination -E
    rw [← e] at h'
    exact sub_pos.1 ((mul_pos_iff_of_pos_right hn).1 h')
  refine ⟨⟨f1, fun h => ?_⟩, ⟨f2, fun h => ?_⟩, ⟨f3, fun h => ?_⟩⟩
  · rcases lt_trichotomy z 1 with g | g | g
    · exact g
    · linarith [f2 g]
    · linarith [f3 g]
  · rcases lt_trichotomy z 1 with g | g | g
    · exact absurd h (f1 g).ne'
    · exact g
    · exact absurd h (f3 g).ne
  · rcases lt_trichotomy z 1 with g | g | g
    · linarith [f1 g]
    · linarith [f2 g]
    · exact g

/-- For negative carriers at filling `2/3 < n < 1` and `k, T > 0`, the critical repulsion is
positive, and the Heikes thermopower is negative below it, zero at it and positive above it. -/
theorem heikes_sign_change {k q T n : ℝ} (hk : 0 < k) (hq : q < 0) (hT : 0 < T)
    (hn : 2 / 3 < n) (hn1 : n < 1) :
    0 < criticalU k T n ∧ ∀ U : ℝ,
      (U < criticalU k T n → heikes k q T U n < 0) ∧
      (U = criticalU k T n → heikes k q T U n = 0) ∧
      (criticalU k T n < U → 0 < heikes k q T U n) := by
  have hkT : 0 < k * T := mul_pos hk hT
  have hqT : q * T < 0 := mul_neg_of_neg_of_pos hq hT
  have h0 : 0 < n := by linarith
  have h2 : n < 2 := by linarith
  have ha : 0 < 3 * n - 2 := by linarith
  -- the threshold value of `b` is the Boltzmann factor of the critical repulsion
  have hcrit : (3 * n - 2) / (2 - n) = Real.exp (-criticalU k T n / (k * T)) := by
    rw [criticalU, neg_div, mul_div_cancel_left₀ _ hkT.ne', Real.exp_neg,
      Real.exp_log (div_pos (sub_pos.2 h2) ha), inv_div]
  refine ⟨mul_pos hkT (Real.log_pos ((one_lt_div ha).2 (by linarith))), fun U => ?_⟩
  have hb := Real.exp_pos (-U / (k * T))
  obtain ⟨t1, t2, t3⟩ := fugacity_threshold hb h0 h2
  rw [hcrit] at t1 t2 t3
  refine ⟨fun h => ?_, fun h => ?_, fun h => ?_⟩
  · have hz := t1.2 (Real.exp_lt_exp.2 (div_lt_div_of_pos_right (neg_lt_neg h) hkT))
    have hmu : chemicalPotential k T U n < 0 :=
      mul_neg_of_pos_of_neg hkT (Real.log_neg (fugacity_pos hb h0 h2) hz)
    exact div_neg_of_pos_of_neg (neg_pos.2 hmu) hqT
  · have hz := t2.2 (by rw [h])
    rw [heikes, chemicalPotential, hz, Real.log_one, mul_zero, neg_zero, zero_div]
  · have hz := t3.2 (Real.exp_lt_exp.2 (div_lt_div_of_pos_right (neg_lt_neg h) hkT))
    have hmu : 0 < chemicalPotential k T U n := mul_pos hkT (Real.log_pos hz)
    exact div_pos_of_neg_of_neg (neg_lt_zero.2 hmu) hqT

/-- For negative carriers at filling `0 < n ≤ 2/3` and `k, T > 0`, the Heikes thermopower is
negative at every interaction energy. -/
theorem heikes_neg_of_low_filling {k q T n : ℝ} (hk : 0 < k) (hq : q < 0) (hT : 0 < T)
    (h0 : 0 < n) (hn : n ≤ 2 / 3) (U : ℝ) : heikes k q T U n < 0 := by
  have h2 : n < 2 := by linarith
  have hb := Real.exp_pos (-U / (k * T))
  have ht : (3 * n - 2) / (2 - n) ≤ 0 :=
    div_nonpos_of_nonpos_of_nonneg (by linarith) (by linarith)
  have hz := (fugacity_threshold hb h0 h2).1.2 (lt_of_le_of_lt ht hb)
  have hmu : chemicalPotential k T U n < 0 :=
    mul_neg_of_pos_of_neg (mul_pos hk hT) (Real.log_neg (fugacity_pos hb h0 h2) hz)
  exact div_neg_of_pos_of_neg (neg_pos.2 hmu) (mul_neg_of_neg_of_pos hq hT)

end

end HubbardAtomHeikes
```

```lean
#print axioms HubbardAtomHeikes.existsUnique_fugacity
#print axioms HubbardAtomHeikes.fugacity_strictAntiOn
#print axioms HubbardAtomHeikes.heikes_sign_change
#print axioms HubbardAtomHeikes.heikes_neg_of_low_filling
```

```
'HubbardAtomHeikes.existsUnique_fugacity' depends on axioms: [propext, Classical.choice, Quot.sound]
'HubbardAtomHeikes.fugacity_strictAntiOn' depends on axioms: [propext, Classical.choice, Quot.sound]
'HubbardAtomHeikes.heikes_sign_change' depends on axioms: [propext, Classical.choice, Quot.sound]
'HubbardAtomHeikes.heikes_neg_of_low_filling' depends on axioms: [propext, Classical.choice, Quot.sound]
```

## Fugacity, filling and the critical repulsion

Let $n$ be the mean number of electrons on the site, $U$ the energy cost of double occupation, $T$ the temperature and $k$ Boltzmann's constant. Write $b=e^{-U/(kT)}$ and $z=e^{\mu/(kT)}$, where $\mu$ is the chemical potential measured from the site level.

For every $b>0$ and $0<n<2$, `existsUnique_fugacity` states that exactly one $z>0$ gives filling $n$. By `filling_eq_iff_fugacity`, it is

$$z=\frac{n}{1-n+r},\qquad r=\sqrt{(1-n)^2+bn(2-n)}.$$

At fixed $n$ it decreases strictly as $b$ grows (`fugacity_strictAntiOn`). It is below, equal to or above 1 exactly when $b$ is above, equal to or below $(3n-2)/(2-n)$ (`fugacity_threshold`).

For carriers of charge $q<0$ and $2/3<n<1$, `heikes_sign_change` turns this into a statement about the thermopower $S=-\mu/(qT)$. It is negative, zero or positive according to whether $U$ is below, at or above

$$U_c=kT\log\frac{2-n}{3n-2}>0.$$

For $0<n\le 2/3$, `heikes_neg_of_low_filling` gives $S<0$ at every real $U$, attractive values included.

## One site with four states

A state in `Fin 2 × Fin 2` is a pair of occupations, spin up and spin down, each 0 or 1. `number` adds them, and `weight` is the grand-canonical weight $z^N b^{n_\uparrow n_\downarrow}$ with the site level at zero energy. `filling` is the Gibbs average of $N$. `fugacity` is defined by the closed form, and the theorems establish that it solves the filling condition.

The formula in `heikes` is a definition, not a consequence of a transport calculation. It stands for the regime in which hopping is weak compared with $kT$, and it keeps only the chemical-potential part of the thermopower, leaving out the energy carried by the current. That omission matters when $U$ is comparable to $kT$, and for $n\ge1$ also when $U$ is much larger than $kT$. At $n=1$ the closed form gives $\mu=U/2$, hence a non-zero $S$ for $U\neq0$, whereas a particle-hole symmetric Hubbard lattice has zero thermopower there. The value $U_c$ therefore belongs to the Heikes formula for an isolated site, and a lattice with hopping may change sign elsewhere.

## From the balance equation to the sign

**Counting states.** The empty state has weight 1, the two singly occupied states have weight $z$ each, and the doubly occupied state has weight $bz^2$. Thus

$$n=\frac{2z+2bz^2}{1+2z+bz^2}.$$

The denominator is positive, so this is equivalent to $n(1+2z+bz^2)=2z+2bz^2$. This is `filling_eq_iff_balance`, where `simp` expands the sums over the four states.

**Solving for $z$.** Collecting powers gives

$$b(2-n)z^2+2(1-n)z-n=0.$$

Since $r^2-(1-n)^2=bn(2-n)>0$, we have $r>|1-n|$, which is `abs_lt_root`. Hence $1-n+r>0$, and the closed form is positive (`fugacity_pos`). Multiplying out and using the same identity for $r^2$ gives

$$\begin{aligned}
&\bigl(n-z(1-n+r)\bigr)\bigl(n+z(r-(1-n))\bigr)\\
&\qquad=n\bigl(n-2(1-n)z-b(2-n)z^2\bigr).
\end{aligned}$$

For $z>0$ the second factor on the left is positive, so the balance equation holds exactly when the first factor vanishes. This gives existence and uniqueness together. In Lean the factorisation is `fac`, checked by `linear_combination`.

**Monotonicity.** Raising $b$ raises $r$, because $n(2-n)>0$. The positive denominator $1-n+r$ grows and $z$ falls. The Lean proof combines `Real.sqrt_lt_sqrt` with `div_lt_div_of_pos_left`.

**Comparing $z$ with 1.** Put $t=(3n-2)/(2-n)$. At $z=1$ the quadratic above has the value $b(2-n)+2-3n=(b-t)(2-n)$. Subtracting its value at the actual fugacity, which is zero, gives

$$(b-t)(2-n)=\bigl(b(2-n)(1+z)+2(1-n)\bigr)(1-z).$$

The bracket is positive even for $n>1$: the balance equation says $z\bigl(b(2-n)z+2(1-n)\bigr)=n>0$, and the bracket adds the positive term $b(2-n)$ to the inner factor. So $b-t$ and $1-z$ have the same sign. Lean calls this identity `E`, derives three implications from it, and obtains their converses by trichotomy.

**Returning to $U$ and $S$.** For $2/3<n<1$ the threshold satisfies $0<t<1$ and equals $e^{-U_c/(kT)}$, which is `hcrit`. Thus $U>U_c$ means $b<t$, so $z>1$ and $\mu=kT\log z>0$. With $q<0$ this gives $S>0$. The other two cases follow in the same way. For $n\le2/3$ we have $t\le0<b$, so $z<1$ and $S<0$ whatever $U$ is.

## A site with 0.8 electrons

In a calculation at given $n$ and $U/(kT)$, one evaluates $b$, then $r$, then $z$, and inserts $\log z$ into $S=-(k/q)\log z$; no root search is needed. Take $n=0.8$ and $q=-e$, with $e>0$ the elementary charge.

- At $U=0$, $b=1$ and $r=1$, so $z=2/3$ and $S\approx-0.41\,k/e$.
- At $U=3kT$, $b\approx0.050$ and $r\approx0.296$, so $z\approx1.61$ and $S\approx+0.48\,k/e$.

The threshold is $t=1/3$, so the sign changes at $U_c=kT\log3\approx1.10\,kT$. In a temperature sweep at fixed $U>0$, the crossing is at $T=U/(k\log3)$.

## Infinite repulsion at half filling

The condition $b>0$ excludes infinite repulsion. If $b=0$ and $n=1$, the balance equation becomes $1+2z=2z$, which has no solution: a site that cannot be doubly occupied reaches one electron on average only as $z\to\infty$. Hence $b\ge0$ is not enough for a fugacity to exist at every filling $0<n<2$.
